# A 1/T adiabatic bound for a bounded Hermitian Hamiltonian with P′ = i[H, X]

Let a closed system be swept over a duration $T>0$, with scaled time $s=t/T$ and $\hbar=1$. All operators here are bounded. The Hamiltonian $H$ is Hermitian, its propagator obeys $U'=-iTHU$, $U(0)=1$, and the observable $P$ commutes with $H$ at each time. If $P'=i[H,X]$ for a continuously differentiable $X$, then for $s\ge 0$

$$\|U(s)^*P(s)U(s)-P(0)\|\le\frac1T\Big(\|X(0)\|+\|X(s)\|+\int_0^s\|X'(r)\|\,dr\Big).$$

With $P$ a spectral projector, this bounds how far a slow sweep fails to follow an energy level. The existence of $X$ is assumed here; a gap supplies it for two levels below.

## Bounded operators and the propagator

Operators are elements of a complex C\*-algebra `A`, such as $n\times n$ matrices with the operator norm; `star` is the adjoint. For a molecule, the step from its unbounded Hamiltonian to a bounded one, such as a finite-basis matrix, needs separate justification.

```lean
import Mathlib

open Complex (I)

namespace AdiabaticTheorem

noncomputable section

variable {A : Type*} [CStarAlgebra A]
```

`IsPropagator` contains the Schrödinger equation and the initial value. The equations are required on all of $\mathbb R$, so a sweep on $[0,1]$ must be extended.

```lean
/-- `U` solves the Schrödinger equation `U' = -i T H U` in the scaled time `s`,
with `U(0) = 1`; `T` is the duration of the sweep. -/
def IsPropagator (T : ℝ) (H U : ℝ → A) : Prop :=
  U 0 = 1 ∧ ∀ s, HasDerivAt U ((-(I * (T : ℂ))) • (H s * U s)) s
```

## Hermitian H: no gain or loss

Hermiticity (`hH`) gives $(U^*)'=iTU^*H$, and the product rule yields

$$(U^*YU)'=U^*\big(iT[H,Y]+Y'\big)U.$$

`heisenberg` does this, with `module` collecting the terms.

```lean
/-- Heisenberg equation: for Hermitian `H` with propagator `U`, and `Y` differentiable at `s` with
derivative `Y'`, the product `U* Y U` changes at `s` at the rate `U* (i T [H, Y] + Y') U`. -/
theorem heisenberg {T : ℝ} {H U Y : ℝ → A} {Y' : A} {s : ℝ}
    (hH : ∀ s, IsSelfAdjoint (H s)) (hU : IsPropagator T H U) (hY : HasDerivAt Y Y' s) :
    HasDerivAt (fun r => star (U r) * Y r * U r)
      (star (U s) * ((I * (T : ℂ)) • (H s * Y s - Y s * H s) + Y') * U s) s := by
  refine (((hU.2 s).star.fun_mul hY).fun_mul (hU.2 s)).congr_deriv ?_
  have hc : star (-(I * (T : ℂ))) = I * T := by simp
  rw [star_smul, star_mul, (hH s).star_eq, hc]
  simp only [smul_mul_assoc, mul_smul_comm, mul_add, add_mul, mul_sub, sub_mul, mul_assoc]
  module
```

For $Y=1$ the derivative vanishes, so $U^*U=1$. Then $Q=1-UU^*$ is an orthogonal projector, and $\|Q\|^2=\|Q^*Q\|=\|Q\|$ forces $\|Q\|\in\{0,1\}$. This norm is continuous and starts at 0, so $UU^*=1$. The proof excludes a jump by the intermediate value $1/2$.

```lean
/-- The norm of an orthogonal projector is 0 or 1. -/
theorem norm_projector {p : A} (hp : IsSelfAdjoint p) (hpp : p * p = p) :
    ‖p‖ = 0 ∨ ‖p‖ = 1 := by
  have h := CStarRing.norm_star_mul_self (x := p)
  rw [hp.star_eq, hpp] at h
  have h' : ‖p‖ * (‖p‖ - 1) = 0 := by linarith
  rcases mul_eq_zero.1 h' with h0 | h1
  · exact Or.inl h0
  · exact Or.inr (by linarith)

/-- The propagator of a Hermitian Hamiltonian is unitary. -/
theorem propagator_unitary {T : ℝ} {H U : ℝ → A}
    (hH : ∀ s, IsSelfAdjoint (H s)) (hU : IsPropagator T H U) (s : ℝ) :
    star (U s) * U s = 1 ∧ U s * star (U s) = 1 := by
  have hd : ∀ r, HasDerivAt (fun r => star (U r) * U r) 0 r := by
    intro r
    have h := heisenberg hH hU (hasDerivAt_const r (1 : A))
    simpa using h
  have h1 : ∀ r, star (U r) * U r = 1 := by
    intro r
    have h := is_const_of_deriv_eq_zero (fun r => (hd r).differentiableAt)
      (fun r => (hd r).deriv) r 0
    simpa [hU.1] using h
  refine ⟨h1 s, ?_⟩
  -- `1 - U U*` is a projector, so its norm cannot move continuously from 0 to 1
  have hQ : ∀ r, ‖1 - U r * star (U r)‖ = 0 ∨ ‖1 - U r * star (U r)‖ = 1 := by
    intro r
    have e : U r * star (U r) * (U r * star (U r)) = U r * star (U r) := by
      rw [mul_assoc, ← mul_assoc (star (U r)) (U r), h1, one_mul]
    refine norm_projector (by simp [IsSelfAdjoint]) ?_
    linear_combination (norm := noncomm_ring) e
  have hc : Continuous U := continuous_iff_continuousAt.2 fun r => (hU.2 r).continuousAt
  have hf : Continuous fun r => ‖1 - U r * star (U r)‖ :=
    (continuous_const.sub (hc.mul hc.star)).norm
  rcases hQ s with h | h
  · exact (sub_eq_zero.1 (norm_eq_zero.1 h)).symm
  · have hm : (1 / 2 : ℝ) ∈ Set.range fun r => ‖1 - U r * star (U r)‖ :=
      mem_range_of_exists_le_of_exists_ge hf ⟨0, by simp [hU.1]⟩
        ⟨s, (by norm_num : (1 / 2 : ℝ) ≤ 1).trans_eq h.symm⟩
    obtain ⟨r, hr⟩ := hm
    have hr' : ‖1 - U r * star (U r)‖ = 1 / 2 := hr
    rcases hQ r with h' | h' <;> linarith

/-- The propagator of a Hermitian Hamiltonian has norm at most 1. -/
theorem norm_propagator_le {T : ℝ} {H U : ℝ → A}
    (hH : ∀ s, IsSelfAdjoint (H s)) (hU : IsPropagator T H U) (s : ℝ) : ‖U s‖ ≤ 1 := by
  have h := CStarRing.norm_star_mul_self (x := U s)
  rw [(propagator_unitary hH hU s).1] at h
  rcases norm_projector (IsSelfAdjoint.one A) (one_mul 1) with h1 | h1 <;>
    nlinarith [norm_nonneg (U s)]
```

Without Hermiticity the bound can fail: for $H=-i\gamma$ with $\gamma>0$, $P=1$ and $X=0$, the right side is 0 but the left is $1-e^{-2\gamma Ts}$.

## Commutation, the operator X and slow driving

Commutation (`hcomm`) says that the instantaneous Hamiltonian conserves $P$. The equation for $P'$ (`hP`) says that $P'$ is the commutator of $H$ with $iX$, where $X$ is an auxiliary operator and not a position. Put $Y=P-X/T$ in the Heisenberg equation:

$$iT[H,P-X/T]+P'-X'/T=-i[H,X]+P'-X'/T=-X'/T.$$

Integration from 0 to $s$ gives

$$U(s)^*P(s)U(s)-P(0)=\frac1T\Big(U(s)^*X(s)U(s)-X(0)-\int_0^sU^*X'U\,dr\Big).$$

Since $\|U\|\le1$, the triangle inequality gives the bound. In the proof `c` is $1/T$, `hF` is the cancellation, `hI` the integration, `key` the identity and `hb` the norm estimate.

```lean
/-- Adiabatic bound: let `H` be Hermitian with propagator `U`, let `P` commute with `H` at each
time, and let `P' = i [H, X]` with `X` continuously differentiable. After a sweep of duration scale
`T > 0`, the observable `U* P U` at `s ≥ 0` differs from `P(0)` by at most
`(‖X(0)‖ + ‖X(s)‖ + ∫ ‖X'‖) / T`, with the integral taken from `0` to `s`. -/
theorem adiabatic {T s : ℝ} {H U P X X' : ℝ → A} (hT : 0 < T) (hs : 0 ≤ s)
    (hH : ∀ r, IsSelfAdjoint (H r)) (hU : IsPropagator T H U)
    (hcomm : ∀ r, H r * P r = P r * H r)
    (hP : ∀ r, HasDerivAt P (I • (H r * X r - X r * H r)) r)
    (hX : ∀ r, HasDerivAt X (X' r) r) (hX' : Continuous X') :
    ‖star (U s) * P s * U s - P 0‖ ≤ (‖X 0‖ + ‖X s‖ + ∫ r in (0 : ℝ)..s, ‖X' r‖) / T := by
  obtain ⟨c, hc⟩ : ∃ c : ℂ, c = (T : ℂ)⁻¹ := ⟨_, rfl⟩
  have hTc : (T : ℂ) * c = 1 := by
    rw [hc]; exact mul_inv_cancel₀ (by exact_mod_cast hT.ne')
  have hn : ‖c‖ = T⁻¹ := by
    rw [hc, norm_inv, Complex.norm_real, Real.norm_of_nonneg hT.le]
  -- in the corrected observable `P - X / T` the terms of order one cancel
  have hF : ∀ r, HasDerivAt (fun r => star (U r) * (P r - c • X r) * U r)
      (star (U r) * (-(c • X' r)) * U r) r := by
    intro r
    have hY : HasDerivAt (fun r => P r - c • X r)
        (I • (H r * X r - X r * H r) - c • X' r) r := (hP r).sub ((hX r).const_smul c)
    have h1 : H r * (P r - c • X r) - (P r - c • X r) * H r
        = -(c • (H r * X r - X r * H r)) := by
      rw [mul_sub, sub_mul, mul_smul_comm, smul_mul_assoc, hcomm r]
      module
    have e : (I * (T : ℂ)) • (H r * (P r - c • X r) - (P r - c • X r) * H r)
        + (I • (H r * X r - X r * H r) - c • X' r) = -(c • X' r) := by
      rw [h1, smul_neg, smul_smul, mul_assoc, hTc, mul_one]
      abel
    exact (heisenberg hH hU hY).congr_deriv (congrArg (fun Z => star (U r) * Z * U r) e)
  have hUc : Continuous U := continuous_iff_continuousAt.2 fun r => (hU.2 r).continuousAt
  have hg : Continuous fun r => star (U r) * (-(c • X' r)) * U r :=
    (hUc.star.mul (hX'.const_smul c).neg).mul hUc
  have hI : ∫ r in (0 : ℝ)..s, star (U r) * (-(c • X' r)) * U r
      = star (U s) * (P s - c • X s) * U s - star (U 0) * (P 0 - c • X 0) * U 0 :=
    intervalIntegral.integral_eq_sub_of_hasDerivAt (fun r _ => hF r)
      (hg.intervalIntegrable 0 s)
  have hb : ∀ r (Y : A), ‖star (U r) * Y * U r‖ ≤ ‖Y‖ := by
    intro r Y
    have hu := norm_propagator_le hH hU r
    calc ‖star (U r) * Y * U r‖ ≤ ‖star (U r) * Y‖ * ‖U r‖ := norm_mul_le _ _
      _ ≤ (‖star (U r)‖ * ‖Y‖) * ‖U r‖ := by gcongr; exact norm_mul_le _ _
      _ ≤ (1 * ‖Y‖) * 1 := by rw [norm_star]; gcongr
      _ = ‖Y‖ := by ring
  have b1 : ‖∫ r in (0 : ℝ)..s, star (U r) * (-(c • X' r)) * U r‖
      ≤ ∫ r in (0 : ℝ)..s, T⁻¹ * ‖X' r‖ := by
    refine intervalIntegral.norm_integral_le_of_norm_le hs
      (Filter.Eventually.of_forall fun r _ => ?_)
      ((continuous_const.mul hX'.norm).intervalIntegrable 0 s)
    exact (hb r _).trans_eq (by rw [norm_neg, norm_smul, hn])
  rw [intervalIntegral.integral_const_mul] at b1
  have b2 := hb s (c • X s)
  rw [norm_smul, hn] at b2
  have b3 : ‖c • X 0‖ = T⁻¹ * ‖X 0‖ := by rw [norm_smul, hn]
  have key : star (U s) * P s * U s - P 0
      = (∫ r in (0 : ℝ)..s, star (U r) * (-(c • X' r)) * U r)
        + star (U s) * (c • X s) * U s - c • X 0 := by
    rw [hI, hU.1]
    simp only [star_one, one_mul, mul_one, mul_sub, sub_mul]
    abel
  rw [key, div_eq_inv_mul, mul_add, mul_add]
  refine (norm_sub_le _ _).trans ?_
  have t := norm_add_le (∫ r in (0 : ℝ)..s, star (U r) * (-(c • X' r)) * U r)
    (star (U s) * (c • X s) * U s)
  linarith
```

- Without `hcomm`, take constant $H=\sigma_x$, $P=\mathrm{diag}(1,0)$ and $X=0$: $P$ oscillates in the Heisenberg picture, but the bound is 0.
- Without `hP`, take $H=0$ and a rotating $P$: then $U=1$, and the error $\|P(s)-P(0)\|$ does not decrease with $T$.
- `hX` gives the integral its meaning, and `hX'` makes the integrands integrable.
- $T\ne0$ permits the division, and $T>0$ keeps the right side from being negative. For $s<0$ the oriented integral would have the wrong sign.

## A projector at the start

If $P(0)$ is an orthogonal projector (`h0`, `h00`), unitarity gives

$$(1-P(s))U(s)P(0)=U(s)\big(P(0)-U(s)^*P(s)U(s)\big)P(0),$$

and both outer factors have norm at most 1. In the proof, `e` is this identity. If $P(s)$ is the orthogonal projector of the level at time $s$, then for a normalised initial state in the range of $P(0)$ the probability of leaving the level in this bounded, closed model is at most the square of the bound.

```lean
/-- Leakage bound: if, in addition to the hypotheses of `adiabatic`, `P(0)` is an orthogonal
projector, then the norm of `(1 - P(s)) U(s) P(0)` obeys the same bound. -/
theorem leakage {T s : ℝ} {H U P X X' : ℝ → A} (hT : 0 < T) (hs : 0 ≤ s)
    (hH : ∀ r, IsSelfAdjoint (H r)) (hU : IsPropagator T H U)
    (hcomm : ∀ r, H r * P r = P r * H r)
    (hP : ∀ r, HasDerivAt P (I • (H r * X r - X r * H r)) r)
    (hX : ∀ r, HasDerivAt X (X' r) r) (hX' : Continuous X')
    (h0 : IsSelfAdjoint (P 0)) (h00 : P 0 * P 0 = P 0) :
    ‖(1 - P s) * U s * P 0‖ ≤ (‖X 0‖ + ‖X s‖ + ∫ r in (0 : ℝ)..s, ‖X' r‖) / T := by
  have a : U s * (star (U s) * P s * U s) = P s * U s := by
    rw [← mul_assoc, ← mul_assoc, (propagator_unitary hH hU s).2, one_mul]
  have e : (1 - P s) * U s * P 0 = U s * (P 0 - star (U s) * P s * U s) * P 0 := by
    rw [mul_sub, a, sub_mul (U s * P 0), mul_assoc (U s) (P 0) (P 0), h00]
    noncomm_ring
  have hu := norm_propagator_le hH hU s
  have hp : ‖P 0‖ ≤ 1 := by rcases norm_projector h0 h00 with h | h <;> linarith
  refine le_trans ?_ (adiabatic hT hs hH hU hcomm hP hX hX')
  rw [e, norm_sub_rev (star (U s) * P s * U s)]
  calc _ ≤ ‖U s * (P 0 - star (U s) * P s * U s)‖ * ‖P 0‖ := norm_mul_le _ _
    _ ≤ (‖U s‖ * ‖P 0 - star (U s) * P s * U s‖) * ‖P 0‖ := by
      gcongr; exact norm_mul_le _ _
    _ ≤ (1 * ‖P 0 - star (U s) * P s * U s‖) * 1 := by gcongr
    _ = _ := by ring
```

Without idempotence, constant $P=1/2$ with $X=0$ gives leakage $1/4$ against a bound of 0.

## A gap that supplies X

Let $H=aP+b(1-P)$ with $a\ne b$. Differentiating $P^2=P$ gives $P'P+PP'=P'$, hence $PP'P=0$ and $[P,[P,P']]=P'$. Since $[H,C]=(a-b)[P,C]$ for every $C$, the choice $X=-i[P,P']/(a-b)$ solves $i[H,X]=P'$. The steps are `h1`, `h0`, `h2` and `hlin`. A small gap makes the prefactor large; at $a=b$ the commutator vanishes and only $P'=0$ is possible. The theorem is pointwise, so the smoothness of $X$ remains to be checked.

```lean
/-- For two levels `a ≠ b` and `H = a P + b (1 - P)` with `P` a differentiable family of
idempotents, `X = -i [P, P'] / (a - b)` solves `i [H, X] = P'`. -/
theorem two_level_gap {P : ℝ → A} {P' : A} {s a b : ℝ} (hab : a ≠ b)
    (hp : ∀ r, P r * P r = P r) (hd : HasDerivAt P P' s) {H X : A}
    (hH : H = (a : ℂ) • P s + (b : ℂ) • (1 - P s))
    (hX : X = (-(I / ((a : ℂ) - b))) • (P s * P' - P' * P s)) :
    I • (H * X - X * H) = P' := by
  have h1 : P' * P s + P s * P' = P' := by
    have h : HasDerivAt (fun r => P r * P r) (P' * P s + P s * P') s := hd.fun_mul hd
    simp only [hp] at h
    exact h.unique hd
  -- the block `P P' P` of the derivative vanishes
  have h0 : P s * P' * P s = 0 := by
    calc P s * P' * P s = P s * (P' * P s + P s * P') - P s * P s * P' := by noncomm_ring
      _ = 0 := by rw [h1, hp, sub_self]
  have h2 : P s * (P s * P' - P' * P s) - (P s * P' - P' * P s) * P s = P' := by
    calc _ = P s * P s * P' + P' * (P s * P s) - P s * P' * P s - P s * P' * P s := by
          noncomm_ring
      _ = P' := by rw [hp, h0, sub_zero, sub_zero, add_comm, h1]
  have hlin : ∀ (k : ℂ) (C : A), ((a : ℂ) • P s + (b : ℂ) • (1 - P s)) * (k • C)
      - (k • C) * ((a : ℂ) • P s + (b : ℂ) • (1 - P s))
      = (((a : ℂ) - b) * k) • (P s * C - C * P s) := by
    intro k C
    simp only [add_mul, mul_add, sub_mul, mul_sub, smul_mul_assoc, mul_smul_comm,
      one_mul, mul_one]
    module
  have hne : (a : ℂ) - b ≠ 0 := sub_ne_zero.2 (by exact_mod_cast hab)
  have hk : I * (((a : ℂ) - b) * (-(I / ((a : ℂ) - b)))) = 1 := by
    rw [mul_neg, mul_div_cancel₀ _ hne, mul_neg, Complex.I_mul_I, neg_neg]
  rw [hH, hX, hlin, h2, smul_smul, hk, one_smul]
```

## The smallest case: a rotating qubit

For Hermitian $X$, let $R(s)=e^{-isX}$ and $P(s)=R(s)\,p\,R(s)^*$, with $p$ an orthogonal projector, and take $H=P$.

```lean
/-- The rotation `exp(-i s X)` generated by `X`. -/
def rotation (X : A) (s : ℝ) : A := NormedSpace.exp (s • ((-I) • X))

/-- The observable `p` carried along by the rotation that `X` generates. -/
def rotated (X p : A) (s : ℝ) : A := rotation X s * p * star (rotation X s)
```

Differentiation gives $P'=i[P,X]$. With $V(s)=e^{-is(Tp-X)}$ and $U=RV$,

$$U'=-iR\big(X+Tp-X\big)V=-iTRpV=-iTPU.$$

The proof differentiates the exponentials in the same way and uses $R^*R=1$.

```lean
/-- For an orthogonal projector `p` and Hermitian `X`, the rotated projector `P(s)`, taken also as
the Hamiltonian, satisfies `P' = i [P, X]`, and its propagator is
`exp(-i s X) exp(-i s (T p - X))`. -/
theorem rotated_witness {p X : A} (hp : IsSelfAdjoint p) (hpp : p * p = p)
    (hX : IsSelfAdjoint X) (T : ℝ) :
    (∀ s, IsSelfAdjoint (rotated X p s) ∧ rotated X p s * rotated X p s = rotated X p s) ∧
    (∀ s, HasDerivAt (rotated X p) (I • (rotated X p s * X - X * rotated X p s)) s) ∧
    IsPropagator T (rotated X p)
      (fun s => rotation X s * rotation ((T : ℂ) • p - X) s) := by
  have hR : ∀ (Y : A) (s : ℝ), HasDerivAt (rotation Y) ((-I) • (Y * rotation Y s)) s :=
    fun Y s => (hasDerivAt_exp_smul_const' ((-I) • Y) s).congr_deriv (smul_mul_assoc _ _ _)
  have hprop : IsPropagator 1 (fun _ => X) (rotation X) :=
    ⟨by simp [rotation], fun s => (hR X s).congr_deriv (by simp)⟩
  have hun := fun s => (propagator_unitary (fun _ => hX) hprop s).1
  refine ⟨fun s => ⟨by simp [IsSelfAdjoint, rotated, hp.star_eq, mul_assoc], ?_⟩,
    fun s => ?_, by simp [rotation], fun s => ?_⟩
  · calc rotated X p s * rotated X p s
        = rotation X s * p * (star (rotation X s) * rotation X s) * p
          * star (rotation X s) := by simp only [rotated, mul_assoc]
      _ = rotated X p s := by rw [hun, mul_one, mul_assoc (rotation X s) p p, hpp, rotated]
  · refine (((hR X s).mul_const p).fun_mul (hR X s).star).congr_deriv ?_
    have hc : star (-I) = I := by simp
    rw [star_smul, star_mul, hX.star_eq, hc]
    simp only [rotated, smul_mul_assoc, mul_smul_comm, mul_assoc]
    module
  · have hL : HasDerivAt (rotation X) (rotation X s * ((-I) • X)) s :=
      hasDerivAt_exp_smul_const ((-I) • X) s
    refine (hL.fun_mul (hR ((T : ℂ) • p - X) s)).congr_deriv ?_
    have e : rotated X p s * (rotation X s * rotation ((T : ℂ) • p - X) s)
        = rotation X s * p * rotation ((T : ℂ) • p - X) s := by
      rw [rotated, mul_assoc (rotation X s * p), ← mul_assoc (star (rotation X s)),
        hun, one_mul]
    rw [e]
    simp only [sub_mul, mul_sub, smul_mul_assoc, mul_smul_comm, mul_assoc]
    module
```

Here $X$ is constant, so the bound is $2\|X\|/T$. For $p=\mathrm{diag}(1,0)$ and $X=\sigma_y/2$ it is $1/T$, while spin precession gives the error $|\sin(s\sqrt{1+T^2}/2)|/\sqrt{1+T^2}$. This formula and the counter-examples above are supplementary calculations without a Lean proof. `qubit_witness` checks the matrix entries: $p$ and $X$ do not commute, so the projector does move.

```lean
/-- For a qubit, the projector on the first basis state and half the Pauli matrix `σ_y` are
Hermitian and do not commute. -/
theorem qubit_witness :
    let p : Matrix (Fin 2) (Fin 2) ℂ := !![1, 0; 0, 0]
    let X : Matrix (Fin 2) (Fin 2) ℂ := !![0, -I / 2; I / 2, 0]
    p.IsHermitian ∧ p * p = p ∧ X.IsHermitian ∧ p * X ≠ X * p := by
  intro p X
  refine ⟨?_, ?_, ?_, fun h => ?_⟩
  · ext i j; fin_cases i <;> fin_cases j <;> simp [p]
  · ext i j; fin_cases i <;> fin_cases j <;> simp [p]
  · ext i j; fin_cases i <;> fin_cases j <;> simp [X]
  · have h01 := congrFun (congrFun h 0) 1
    simp [p, X, Matrix.mul_apply, Fin.sum_univ_succ] at h01

end

end AdiabaticTheorem
```

```lean
#print axioms AdiabaticTheorem.adiabatic
#print axioms AdiabaticTheorem.leakage
#print axioms AdiabaticTheorem.two_level_gap
```

```
'AdiabaticTheorem.adiabatic' depends on axioms: [propext, Classical.choice, Quot.sound]
'AdiabaticTheorem.leakage' depends on axioms: [propext, Classical.choice, Quot.sound]
'AdiabaticTheorem.two_level_gap' depends on axioms: [propext, Classical.choice, Quot.sound]
```
